# The local-field correction to the static Coulomb hole in a two-plane-wave model

The static Coulomb hole, averaged over the cell, receives from one wavevector the contribution ½ Σ v_G (Re (ε⁻¹)_GG − 1), where ε is the dielectric matrix and the v_G are Coulomb weights. The theorem `coulombHole_twoWave` takes two plane waves and a Hermitian ε with diagonal elements a and b and off-diagonal coupling w, where a > 0 and |w|² < ab, and allows any real weights. It states that the Coulomb hole minus its value without local fields, that is, with w dropped from ε, is ½ (v₀/a + v₁/b) |w|² / (ab − |w|²). The attempt computes the diagonal elements of both inverse matrices, puts them into the two sums, and leaves the remaining identity between real fractions to `field_simp` and `ring`.

An attempt in Lean 4 with a fault in it:

```lean
import Mathlib

open Matrix
open scoped ComplexOrder ComplexConjugate

namespace CoulombHoleTwoWave

noncomputable section

variable {n : Type*} [Fintype n] [DecidableEq n]

/-- The dielectric matrix with its off-diagonal elements (the local fields) dropped. -/
def diagonalPart (ε : Matrix n n ℂ) : Matrix n n ℂ := Matrix.diagonal fun G => ε G G

/-- The contribution of one wavevector to the static Coulomb hole, averaged over the cell: the real
part of `(1/2) ∑ v_G ((ε⁻¹)_GG - 1)`, for an invertible dielectric matrix `ε` and Coulomb weights
`v`. -/
def coulombHole (v : n → ℝ) (ε : Matrix n n ℂ) : ℝ :=
  (1 / 2) * ∑ G, v G * ((ε⁻¹ G G).re - 1)

/-- Without local fields, and with nonzero diagonal elements, the dielectric matrix is
inverted element by element. -/
theorem diagonalPart_inv {ε : Matrix n n ℂ} (h : ∀ G, ε G G ≠ 0) :
    (diagonalPart ε)⁻¹ = Matrix.diagonal fun G => (ε G G)⁻¹ := by
  apply Matrix.inv_eq_right_inv
  rw [diagonalPart, Matrix.diagonal_mul_diagonal, ← Matrix.diagonal_one]
  congr 1
  funext G
  exact mul_inv_cancel₀ (h G)

/-- The Hermitian dielectric matrix of two plane waves with diagonal elements `a`, `b` and
off-diagonal coupling `w`. -/
def twoWave (a b : ℝ) (w : ℂ) : Matrix (Fin 2) (Fin 2) ℂ := !![(a : ℂ), w; conj w, (b : ℂ)]

/-- For two plane waves with `a > 0` and `|w|² < a b`, and any real weights, the Coulomb hole minus
its value without local fields is `(1/2) (v₀/a + v₁/b) |w|² / (a b - |w|²)`. -/
theorem coulombHole_twoWave {a b : ℝ} {w : ℂ} (ha : 0 < a) (hw : Complex.normSq w < a * b)
    (v : Fin 2 → ℝ) :
    coulombHole v (twoWave a b w) - coulombHole v (diagonalPart (twoWave a b w)) =
      (1 / 2) * (v 0 / a + v 1 / b) * (Complex.normSq w / (a * b - Complex.normSq w)) := by
  have hb : 0 < b := (mul_pos_iff_of_pos_left ha).mp ((Complex.normSq_nonneg w).trans_lt hw)
  have hD : a * b - Complex.normSq w ≠ 0 := (sub_pos.mpr hw).ne'
  have hinv : (twoWave a b w)⁻¹ = (((a * b - Complex.normSq w)⁻¹ : ℝ) : ℂ) •
      !![(b : ℂ), -w; -conj w, (a : ℂ)] := by
    rw [twoWave, Matrix.inv_def, Matrix.det_fin_two_of, Matrix.adjugate_fin_two_of,
      Ring.inverse_eq_inv', Complex.mul_conj]
    push_cast
    rfl
  have h0 : ((twoWave a b w)⁻¹ 0 0).re = b / (a * b - Complex.normSq w) := by
    rw [hinv]
    change ((((a * b - Complex.normSq w)⁻¹ : ℝ) : ℂ) * (b : ℂ)).re = _
    rw [← Complex.ofReal_mul, Complex.ofReal_re, mul_comm, div_eq_mul_inv]
  have h1 : ((twoWave a b w)⁻¹ 1 1).re = a / (a * b - Complex.normSq w) := by
    rw [hinv]
    change ((((a * b - Complex.normSq w)⁻¹ : ℝ) : ℂ) * (a : ℂ)).re = _
    rw [← Complex.ofReal_mul, Complex.ofReal_re, mul_comm, div_eq_mul_inv]
  have hne : ∀ G, twoWave a b w G G ≠ 0 := by
    intro G
    fin_cases G
    · exact Complex.ofReal_ne_zero.mpr ha.ne'
    · exact Complex.ofReal_ne_zero.mpr hb.ne'
  have d0 : ((diagonalPart (twoWave a b w))⁻¹ 0 0).re = a⁻¹ := by
    rw [diagonalPart_inv hne, Matrix.diagonal_apply_eq]
    change ((a : ℂ)⁻¹).re = _
    rw [← Complex.ofReal_inv, Complex.ofReal_re]
  have d1 : ((diagonalPart (twoWave a b w))⁻¹ 1 1).re = b⁻¹ := by
    rw [diagonalPart_inv hne, Matrix.diagonal_apply_eq]
    change ((b : ℂ)⁻¹).re = _
    rw [← Complex.ofReal_inv, Complex.ofReal_re]
  unfold coulombHole
  rw [Fin.sum_univ_two, Fin.sum_univ_two, h0, h1, d0, d1]
  field_simp
  ring

end

end CoulombHoleTwoWave
```

Messages:

```
Try this:
  [apply] ring_nf
  
  The `ring` tactic failed to close the goal. Use `ring_nf` to obtain a normal form.
    
  Note that `ring` works primarily in *commutative* rings. If you have a noncommutative ring, abelian group or module, consider using `noncomm_ring`, `abel` or `module` instead.
Main.lean:40:89: error: unsolved goals
a b : ℝ
w : ℂ
ha : 0 < a
hw : Complex.normSq w < a * b
v : Fin 2 → ℝ
hb : 0 < b
hD : a * b - Complex.normSq w ≠ 0
hinv : (twoWave a b w)⁻¹ = ↑(a * b - Complex.normSq w)⁻¹ • !![↑b, -w; -(starRingEnd ℂ) w, ↑a]
h0 : ((twoWave a b w)⁻¹ 0 0).re = b / (a * b - Complex.normSq w)
h1 : ((twoWave a b w)⁻¹ 1 1).re = a / (a * b - Complex.normSq w)
hne : ∀ (G : Fin 2), twoWave a b w G G ≠ 0
d0 : ((diagonalPart (twoWave a b w))⁻¹ 0 0).re = a⁻¹
d1 : ((diagonalPart (twoWave a b w))⁻¹ 1 1).re = b⁻¹
⊢ b * a ^ 2 * (b * a - Complex.normSq w)⁻¹ * v 1 - b * v 0 + b ^ 2 * a * v 0 * (b * a - Complex.normSq w)⁻¹ - a * v 1 =
    b * v 0 * Complex.normSq w * (b * a - Complex.normSq w)⁻¹ +
      a * Complex.normSq w * (b * a - Complex.normSq w)⁻¹ * v 1
```

What went wrong. The error and the "Try this" note report one failure: the last `ring` does not close the goal. The goal that is left has no inverse of `a` or `b`, but it still contains the inverse of the determinant ab − |w|², which `field_simp` should have cleared. The goal is true, but only because the determinant times its inverse is 1. That needs `hD`, which `ring` does not use. `hD` was in the context, yet `field_simp` did not make use of it. The printed goal has `b * a` where `hD` has `a * b`, so a reordered product may have hidden the match, but the goal is printed after `ring` has rearranged it, so this is not certain.

The repair names the determinant `D`. `hD` becomes `D ≠ 0` and the denominator a single variable, which `field_simp` can clear. Since `ring` does not use the definition of `D` either, `hN` replaces the remaining |w|² by ab − D. The lines `ha0` and `hb0` are mere tidying, as `a` and `b` were already being cleared.

This version goes through:

```diff
@@ -70,4 +70,11 @@
   unfold coulombHole
   rw [Fin.sum_univ_two, Fin.sum_univ_two, h0, h1, d0, d1]
+  -- name the determinant, so that only single variables stand in denominators
+  obtain ⟨D, hDdef⟩ : ∃ D, D = a * b - Complex.normSq w := ⟨_, rfl⟩
+  have hN : Complex.normSq w = a * b - D := by linarith
+  rw [← hDdef] at hD ⊢
+  rw [hN]
+  have ha0 : a ≠ 0 := ha.ne'
+  have hb0 : b ≠ 0 := hb.ne'
   field_simp
   ring
```
